# Between Consecutive Positive Poles, the Square-Well Scattering Length Takes Every Real Value Exactly Once

Let an attractive spherical square well in three dimensions have radius $R>0$, and let $K$ be the wave number inside it at zero energy. Its s-wave scattering length is

$$a(K)=R-\frac{\tan(KR)}{K}.$$

For every natural number $n\ge 1$, this function is strictly decreasing on the branch

$$\left(n-\tfrac12\right)\pi<KR<\left(n+\tfrac12\right)\pi ,$$

and it maps the branch bijectively onto $\mathbb R$. Consequently, for given mass, radius and branch, exactly one well depth $V>0$ produces a prescribed scattering length. A simulation that replaces a short-range interaction by a square well of fixed radius can therefore match any target scattering length by adjusting the depth alone, though this one-parameter model is matched only at zero energy and in the s-wave, and a well on branch $n$ carries $n$ s-wave bound states, which the original interaction need not have.

## From the matching condition to a bijection

**The formula.** Let the potential be $-V$ for $r<R$ and zero outside, and let $m$ be the mass in the radial equation (the reduced mass for two particles). At zero energy the radial function is $u(r)=\sin(Kr)$ inside, with $K=\sqrt{2mV}/\hbar$. Outside it is a straight line, $u(r)=C(r-a)$, whose zero defines the scattering length $a$. Continuity of $u$ and $u'$ at $R$ gives

$$\sin(KR)=C(R-a),\qquad K\cos(KR)=C .$$

When $\cos(KR)\neq0$, dividing the first equation by the second gives $R-a=\tan(KR)/K$, which is the formula above.

**Monotonicity.** Put $x=KR$. On a branch with $n\ge1$ we have $x>(n-\tfrac12)\pi>0$, so $K>0$. The shifted phase $x-n\pi$ lies between $-\pi/2$ and $\pi/2$, where the cosine is positive. Since $\cos(x-n\pi)=(-1)^n\cos x$, it follows that $\cos x\ne0$. The quotient rule now gives

$$a'(K)=-\frac{KR/\cos^2x-\tan x}{K^2}=-\frac{x-\sin x\cos x}{K^2\cos^2x}.$$

For $x>0$ we have $\sin 2x<2x$, that is, $\sin x\cos x<x$. The numerator $x-\sin x\cos x$ is positive, so $a'(K)<0$ throughout the branch. Because the branch is an interval, $a$ is strictly decreasing there, and in particular it takes no value twice.

**Every value is reached.** Fix a target $a_0\in\mathbb R$. Since $K=x/R$, the equation $a(K)=a_0$ is equivalent to

$$\tan x=\left(1-\frac{a_0}{R}\right)x .$$

Write $x=n\pi+\arctan y$. As $y$ runs over $\mathbb R$, $x$ runs over exactly the branch, and $\tan x=y$. The condition becomes

$$y=\left(1-\frac{a_0}{R}\right)(n\pi+\arctan y).$$

The right side is continuous in $y$ and bounded in absolute value by $M=|1-a_0/R|\,(n+1)\pi$. Hence the difference

$$g(y)=y-\left(1-\frac{a_0}{R}\right)(n\pi+\arctan y)$$

satisfies $g(-M)\le0\le g(M)$, and the intermediate value theorem supplies a zero of $g$ in $[-M,M]$. If $a_0=R$, then $M=0$ and the solution is simply $y=0$, or $x=n\pi$.

**The depth.** For $V>0$, the relation $K=\sqrt{2mV}/\hbar$ inverts to $V=\hbar^2K^2/(2m)$. The unique $K$ on the branch therefore corresponds to a unique depth.

The restriction to $n\ge1$ matters. For $0<x<\pi/2$ we have $\tan x>x$, so $a<0$, and a well this shallow cannot produce a positive scattering length.

## The well, its branches and its depth in Lean

The development works over the real numbers.

```lean
import Mathlib

open Real Set

namespace SquareWellScatteringLengthBranches

noncomputable section
```

The scattering length enters as a closed formula. The matching argument that leads to it from the Schrödinger equation belongs to the physics above and is not formalised.

```lean
/-- The s-wave scattering length of an attractive square well of radius `R` whose interior
wave number at zero energy is `K`. -/
def scatteringLength (R K : ℝ) : ℝ := R - tan (K * R) / K
```

The sign convention is the one in which the outer zero-energy solution, extended as a straight line to all real $r$, vanishes at $r=a$. Lean assigns this expression a value even at $K=0$ and at the poles of the tangent, but the branches with $n\ge1$ contain no such points.

```lean
/-- The `n`-th branch: the interior wave numbers `K` with
`(n - 1/2) π < K R < (n + 1/2) π`. -/
def branch (R : ℝ) (n : ℕ) : Set ℝ :=
  {K | ((n : ℝ) - 1 / 2) * π < K * R ∧ K * R < ((n : ℝ) + 1 / 2) * π}
```

A branch is a set of wave numbers $K$, although its bounds are stated for the phase $KR$. Both inequalities are strict, so the poles at the ends are excluded.

```lean
/-- The zero-energy wave number inside a well of depth `V` for a particle of mass `m`. -/
def waveNumber (m hbar V : ℝ) : ℝ := √(2 * m * V) / hbar
```

Here `V` is the depth, a positive number for an attractive well, and `hbar` is a real parameter, so no system of units is fixed.

## Positivity and the absence of poles

```lean
/-- Wave numbers on the branches with `n ≥ 1` are positive. -/
theorem branch_pos {R K : ℝ} {n : ℕ} (hR : 0 < R) (hn : 1 ≤ n) (hK : K ∈ branch R n) :
    0 < K := by
  obtain ⟨h1, _⟩ := hK
  have hn' : (1 : ℝ) ≤ n := by exact_mod_cast hn
  have h0 : 0 < ((n : ℝ) - 1 / 2) * π := mul_pos (by linarith) pi_pos
  by_contra h
  nlinarith [mul_nonneg (neg_nonneg.2 (not_lt.1 h)) hR.le]
```

The lower bound of the branch is positive when $n\ge1$. If $K$ were not positive, $KR$ would not be positive either, which contradicts that bound.

```lean
/-- Inside a branch the cosine of `K R` does not vanish. -/
theorem branch_cos_ne_zero {R K : ℝ} {n : ℕ} (hK : K ∈ branch R n) :
    cos (K * R) ≠ 0 := by
  obtain ⟨h1, h2⟩ := hK
  intro h
  -- shift the phase back to the interval around zero, where the cosine is positive
  have hpos : 0 < cos (K * R - n * π) :=
    cos_pos_of_mem_Ioo ⟨by linarith, by linarith⟩
  rw [Real.cos_sub_nat_mul_pi, h, mul_zero] at hpos
  exact lt_irrefl _ hpos
```

This is the phase shift by $n\pi$ made above. If $\cos(KR)$ were zero, the shifted cosine would be zero too, yet `cos_pos_of_mem_Ioo` makes it positive. The lemma needs neither $R>0$ nor $n\ge1$.

## The derivative and its sign

```lean
/-- The derivative of the scattering length with respect to the interior wave number. -/
theorem hasDerivAt_scatteringLength {R K : ℝ} (hK : K ≠ 0) (hc : cos (K * R) ≠ 0) :
    HasDerivAt (scatteringLength R)
      (-(K * R - sin (K * R) * cos (K * R)) / (K ^ 2 * cos (K * R) ^ 2)) K := by
  have h1 : HasDerivAt (fun k : ℝ => k * R) R K := hasDerivAt_mul_const R
  have h0 : HasDerivAt Real.tan (1 / cos (K * R) ^ 2) ((fun k : ℝ => k * R) K) :=
    Real.hasDerivAt_tan hc
  have h2 : HasDerivAt (fun k : ℝ => tan (k * R)) (1 / cos (K * R) ^ 2 * R) K := by
    have h := HasDerivAt.comp K h0 h1
    exact h
  have h3 := (h2.fun_div (hasDerivAt_id' K) hK).const_sub R
  refine HasDerivAt.congr_deriv h3 ?_
  rw [Real.tan_eq_sin_div_cos]
  generalize cos (K * R) = c at hc ⊢
  generalize sin (K * R) = s
  field_simp
```

The two hypotheses exclude $K=0$ and the poles of the tangent, where the formula does not apply. The chain rule differentiates $\tan(KR)$, `fun_div` applies the quotient rule, and `const_sub` accounts for subtraction from the constant $R$. The remaining task is to show that the result equals the stated fraction. The tangent is rewritten as sine over cosine, both are replaced by plain variables, and `field_simp` finishes the algebra.

```lean
/-- On each branch with `n ≥ 1` the scattering length strictly decreases as the interior
wave number grows. -/
theorem scatteringLength_strictAntiOn {R : ℝ} {n : ℕ} (hR : 0 < R) (hn : 1 ≤ n) :
    StrictAntiOn (scatteringLength R) (branch R n) := by
  have hset : branch R n =
      Ioo (((n : ℝ) - 1 / 2) * π / R) (((n : ℝ) + 1 / 2) * π / R) := by
    ext K
    rw [mem_Ioo, div_lt_iff₀ hR, lt_div_iff₀ hR]
    rfl
  have hd : ∀ K ∈ branch R n, HasDerivAt (scatteringLength R)
      (-(K * R - sin (K * R) * cos (K * R)) / (K ^ 2 * cos (K * R) ^ 2)) K :=
    fun K hK => hasDerivAt_scatteringLength (branch_pos hR hn hK).ne' (branch_cos_ne_zero hK)
  have hconv : Convex ℝ (branch R n) := by
    rw [hset]
    exact convex_Ioo _ _
  refine strictAntiOn_of_deriv_neg hconv
    (fun K hK => (hd K hK).continuousAt.continuousWithinAt) ?_
  intro K hK'
  have hK : K ∈ branch R n := interior_subset hK'
  have hKpos := branch_pos hR hn hK
  have hc := branch_cos_ne_zero hK
  rw [(hd K hK).deriv]
  -- the sign follows from sin 2x < 2x
  have hx : 0 < K * R := mul_pos hKpos hR
  have hs : sin (2 * (K * R)) < 2 * (K * R) := Real.sin_lt (by linarith)
  rw [Real.sin_two_mul] at hs
  exact div_neg_of_neg_of_pos (by linarith) (by positivity)
```

`StrictAntiOn` says that a larger $K$ on the branch gives a smaller scattering length. The proof first rewrites the branch as an open interval in $K$, which makes it convex. The theorem `strictAntiOn_of_deriv_neg` then asks for continuity on the branch and a negative derivative in its interior. Continuity comes from the derivative lemma, and the sign comes from `Real.sin_lt` applied to $2KR$, followed by the double-angle formula.

## Reaching every target value

```lean
/-- On each branch with `n ≥ 1` every real number occurs as a scattering length. -/
theorem scatteringLength_surjOn {R : ℝ} {n : ℕ} (hR : 0 < R) (hn : 1 ≤ n) :
    SurjOn (scatteringLength R) (branch R n) univ := by
  intro a _
  have hn' : (1 : ℝ) ≤ n := by exact_mod_cast hn
  have hnpi : π ≤ n * π := by nlinarith [pi_pos]
  -- with K R = n π + arctan y the condition is a fixed-point equation with bounded right side
  have hbound : ∀ y : ℝ, |(1 - a / R) * (n * π + arctan y)| ≤
      |1 - a / R| * ((n + 1) * π) := by
    intro y
    rw [abs_mul]
    refine mul_le_mul_of_nonneg_left ?_ (abs_nonneg _)
    have h1 := Real.neg_pi_div_two_lt_arctan y
    have h2 := Real.arctan_lt_pi_div_two y
    rw [abs_le]
    constructor <;> linarith [pi_pos]
  obtain ⟨M, hM⟩ : ∃ M, M = |1 - a / R| * ((n + 1) * π) := ⟨_, rfl⟩
  rw [← hM] at hbound
  have hM0 : 0 ≤ M := (abs_nonneg _).trans (hbound 0)
  have hcont : Continuous (fun y : ℝ => y - (1 - a / R) * (n * π + arctan y)) :=
    continuous_id.sub
      (continuous_const.mul (continuous_const.add Real.continuous_arctan))
  have hmem : (0 : ℝ) ∈ Icc (-M - (1 - a / R) * (n * π + arctan (-M)))
      (M - (1 - a / R) * (n * π + arctan M)) :=
    ⟨by linarith [(abs_le.1 (hbound (-M))).1], by linarith [(abs_le.1 (hbound M)).2]⟩
  obtain ⟨y, _, hy⟩ := intermediate_value_Icc (by linarith : -M ≤ M) hcont.continuousOn hmem
  have hy' : y - (1 - a / R) * (n * π + arctan y) = 0 := hy
  have h1 := Real.neg_pi_div_two_lt_arctan y
  have h2 := Real.arctan_lt_pi_div_two y
  obtain ⟨x, hx⟩ : ∃ x, x = n * π + arctan y := ⟨_, rfl⟩
  have htan : tan x = y := by
    rw [hx, add_comm, Real.tan_add_nat_mul_pi, Real.tan_arctan]
  rw [← hx] at hy'
  have htan' : tan x = (1 - a / R) * x := by linarith
  have hx0 : x ≠ 0 := by
    have : 0 < x := by linarith [pi_pos]
    exact this.ne'
  have hKR : x / R * R = x := div_mul_cancel₀ _ hR.ne'
  refine ⟨x / R, ?_, ?_⟩
  · change ((n : ℝ) - 1 / 2) * π < x / R * R ∧ x / R * R < ((n : ℝ) + 1 / 2) * π
    rw [hKR]
    constructor <;> linarith
  · unfold scatteringLength
    rw [hKR, htan']
    have hR0 := hR.ne'
    field_simp
    ring
```

`SurjOn ... univ` says that every real number is the scattering length of some $K$ on the branch. The target $a_0$ is called `a` here. The step `hbound` is the bound by $M$, `hcont` is the continuity of $g$, and `hmem` records $g(-M)\le0\le g(M)$. After `intermediate_value_Icc` has produced $y$, the proof sets $x=n\pi+\arctan y$ and obtains $\tan x=y$ from the periodicity of the tangent. The witness is $K=x/R$. The last two goals check that it lies on the branch and that its scattering length is the target.

## The bijection and the unique depth

```lean
/-- On each branch with `n ≥ 1` the square-well scattering length is a strictly decreasing
bijection from the interior wave numbers of the branch onto the real line. -/
theorem scatteringLength_bijOn_branch {R : ℝ} {n : ℕ} (hR : 0 < R) (hn : 1 ≤ n) :
    StrictAntiOn (scatteringLength R) (branch R n) ∧
      BijOn (scatteringLength R) (branch R n) univ :=
  ⟨scatteringLength_strictAntiOn hR hn, fun _ _ => mem_univ _,
    (scatteringLength_strictAntiOn hR hn).injOn, scatteringLength_surjOn hR hn⟩
```

The two conjuncts are the monotonicity and the bijection. `BijOn` consists of three statements: values land in the target set, which is immediate for the whole real line; no value is taken twice, which follows from strict monotonicity; and every value is taken, which is the preceding theorem.

```lean
/-- For a given mass, well radius and branch `n ≥ 1`, exactly one well depth `V > 0` on that
branch gives a prescribed scattering length `a`. -/
theorem existsUnique_depth {R m hbar : ℝ} {n : ℕ} (hR : 0 < R) (hm : 0 < m)
    (hh : 0 < hbar) (hn : 1 ≤ n) (a : ℝ) :
    ∃! V : ℝ, 0 < V ∧ waveNumber m hbar V ∈ branch R n ∧
      scatteringLength R (waveNumber m hbar V) = a := by
  obtain ⟨K, hK, hKa⟩ := scatteringLength_surjOn hR hn (mem_univ a)
  have hKpos := branch_pos hR hn hK
  -- the depth belonging to the wave number K
  have hw : waveNumber m hbar ((hbar * K) ^ 2 / (2 * m)) = K := by
    have h : 2 * m * ((hbar * K) ^ 2 / (2 * m)) = (hbar * K) ^ 2 :=
      mul_div_cancel₀ _ (by positivity)
    unfold waveNumber
    rw [h, Real.sqrt_sq (by positivity), mul_div_cancel_left₀ _ hh.ne']
  refine ⟨(hbar * K) ^ 2 / (2 * m),
    ⟨by positivity, by rw [hw]; exact hK, by rw [hw]; exact hKa⟩, ?_⟩
  rintro V ⟨hV, hb, ha⟩
  have e : waveNumber m hbar V = K :=
    (scatteringLength_strictAntiOn hR hn).injOn hb hK (ha.trans hKa.symm)
  have hs : hbar * K = √(2 * m * V) := by
    rw [← e]
    unfold waveNumber
    exact mul_div_cancel₀ _ hh.ne'
  rw [hs, Real.sq_sqrt (by positivity), mul_div_cancel_left₀ _ (by positivity)]

end

end SquareWellScatteringLengthBranches
```

The statement assumes positive radius, mass and $\hbar$, and a branch with $n\ge1$. The symbol `∃!` then says that exactly one $V$ meets three conditions together: it is positive, its wave number lies on the chosen branch, and its scattering length is `a`.

For existence, the proof takes the $K$ supplied by surjectivity and sets $V=(\hbar K)^2/(2m)$; the step `hw` confirms that this depth has wave number $K$. For uniqueness, any other admissible depth has a wave number on the same branch with the same scattering length, so injectivity makes that wave number equal to $K$. Squaring $\hbar K=\sqrt{2mV}$ then recovers the same $V$.

The uniqueness is relative to the branch. Since the branches are disjoint, each $n\ge1$ contributes its own depth for the same $a$, and the scattering length alone does not determine the well. Physically, the choice of $n$ fixes the number of s-wave bound states that the well supports.

```lean
#print axioms SquareWellScatteringLengthBranches.scatteringLength_bijOn_branch
-- 'SquareWellScatteringLengthBranches.scatteringLength_bijOn_branch' depends on axioms: [propext, Classical.choice, Quot.sound]
#print axioms SquareWellScatteringLengthBranches.existsUnique_depth
-- 'SquareWellScatteringLengthBranches.existsUnique_depth' depends on axioms: [propext, Classical.choice, Quot.sound]
```
